# Energy expectation values of a site-localised particle and its two momentum components on a dimer

The theorem `dimer_energies` concerns a single particle on two sites, with no on-site energy and a Hamiltonian that is `-t` times the exchange of the two amplitudes, `t` being real. It states that the normalised state (1, 0), localised on one site, has mean energy zero, while its projections onto `k = 0` and `k = 1` give the inner products `-t/2` and `t/2` with their images under the Hamiltonian. These projections are not normalised: each has squared norm 1/2, so the mean energies of the corresponding normalised states are `-t` and `t`. The proof computes the projections as (1/2, 1/2) and (1/2, -1/2), then puts these amplitudes into a general formula, `hin`, for the inner product of (a, b) with its image under the Hamiltonian.

The first attempt, which Lean rejects:

```lean
import Mathlib

open Finset
open scoped ComplexOrder

namespace DimerEnergies

noncomputable section

variable {E : Type*} [NormedAddCommGroup E] [InnerProductSpace ℂ E]

/-- The Bloch phase `exp(2πik/N)` of crystal momentum `k`, for `N ≥ 1`. -/
def blochPhase (N k : ℕ) : ℂ := Complex.exp (2 * Real.pi * Complex.I * k / N)

/-- The momentum projection `(1/N) ∑ⱼ exp(-2πijk/N) Tʲ`, with `0 ≤ j < N` and `N ≥ 1`. -/
def momentumProj (N : ℕ) (T : E →ₗ[ℂ] E) (k : ℕ) : E →ₗ[ℂ] E :=
  (1 / N : ℂ) • ∑ j ∈ range N,
    Complex.exp (-(2 * Real.pi * Complex.I * j * k / N)) • T ^ j

/-- The weights in the momentum projection are powers of the inverse Bloch phase. -/
theorem momentumProj_eq (N : ℕ) (T : E →ₗ[ℂ] E) (k : ℕ) :
    momentumProj N T k =
      (1 / N : ℂ) • ∑ j ∈ range N, ((blochPhase N k)⁻¹) ^ j • T ^ j := by
  unfold momentumProj
  congr 1
  refine sum_congr rfl fun j _ => ?_
  congr 1
  rw [blochPhase, ← Complex.exp_neg, ← Complex.exp_nat_mul]
  congr 1
  ring

/-- Translation on a ring of two sites: the two amplitudes are exchanged. -/
def siteSwap : EuclideanSpace ℂ (Fin 2) →ₗ[ℂ] EuclideanSpace ℂ (Fin 2) where
  toFun x := !₂[x 1, x 0]
  map_add' x y := by ext i; fin_cases i <;> simp
  map_smul' c x := by ext i; fin_cases i <;> simp

/-- The two-site hopping Hamiltonian with real amplitude `-t`. -/
def dimerH (t : ℝ) : EuclideanSpace ℂ (Fin 2) →ₗ[ℂ] EuclideanSpace ℂ (Fin 2) :=
  (-(t : ℂ)) • siteSwap

/-- A particle localised on one site of the dimer has mean energy zero, while its unnormalised
components with `k = 0` and `k = 1` have expectation values `-t/2` and `t/2`. -/
theorem dimer_energies (t : ℝ) :
    inner ℂ !₂[(1 : ℂ), 0] (dimerH t !₂[(1 : ℂ), 0]) = 0 ∧
    inner ℂ (momentumProj 2 siteSwap 0 !₂[(1 : ℂ), 0])
      (dimerH t (momentumProj 2 siteSwap 0 !₂[(1 : ℂ), 0])) = -(t : ℂ) / 2 ∧
    inner ℂ (momentumProj 2 siteSwap 1 !₂[(1 : ℂ), 0])
      (dimerH t (momentumProj 2 siteSwap 1 !₂[(1 : ℂ), 0])) = (t : ℂ) / 2 := by
  have w0 : blochPhase 2 0 = 1 := by simp [blochPhase]
  have w1 : blochPhase 2 1 = -1 := by
    rw [blochPhase, ← Complex.exp_pi_mul_I]
    congr 1
    push_cast
    ring
  -- the even and odd combinations of the two sites
  have p0 : momentumProj 2 siteSwap 0 !₂[(1 : ℂ), 0] = !₂[(1 / 2 : ℂ), 1 / 2] := by
    rw [momentumProj_eq, w0]
    ext i
    fin_cases i <;> simp [sum_range_succ, siteSwap]
  have p1 : momentumProj 2 siteSwap 1 !₂[(1 : ℂ), 0] = !₂[(1 / 2 : ℂ), -(1 / 2)] := by
    rw [momentumProj_eq, w1]
    ext i
    fin_cases i <;> simp [sum_range_succ, siteSwap, inv_neg]
  rw [p0, p1]
  -- the hopping energy of a state with amplitudes `a` and `b`
  have hin : ∀ a b : ℂ, inner ℂ !₂[a, b] (dimerH t !₂[a, b]) =
      (-(t : ℂ)) * (b * starRingEnd ℂ a + a * starRingEnd ℂ b) := by
    intro a b
    have hs : dimerH t !₂[a, b] = (-(t : ℂ)) • !₂[b, a] := rfl
    rw [hs, inner_smul_right, PiLp.inner_apply, Fin.sum_univ_two]
    congr 1
    simp [mul_comm]
  have hc : starRingEnd ℂ (1 / 2 : ℂ) = 1 / 2 := by
    have e : (1 / 2 : ℂ) = ((1 / 2 : ℝ) : ℂ) := by norm_num
    rw [e, Complex.conj_ofReal]
  refine ⟨?_, ?_, ?_⟩
  · simp [dimerH, siteSwap, PiLp.inner_apply, Fin.sum_univ_two]
  · rw [hin, hc]
    ring
  · rw [hin, map_neg, hc]
    ring

end

end DimerEnergies
```

The error:

```
Main.lean:73:4: error: No goals to be solved
```

The error "No goals to be solved" is at `simp [mul_comm]`, the last line in the proof of `hin`. It means that the proof was already complete when Lean reached that line.

After the `rw`, both sides are products with the factor `-(t : ℂ)`, and what remains is to match the other factors. On the left this is a sum of two inner products of complex numbers, on the right `b * starRingEnd ℂ a + a * starRingEnd ℂ b`. In Mathlib the inner product of complex numbers `x` and `y` unfolds to `y * starRingEnd ℂ x`, so the two sums agree by definition, down to the order of the factors. `congr 1` tries to close the goals it produces by reflexivity, and here that succeeds, leaving nothing for `simp`.

Deleting the `simp` line therefore cures the error. The reworded comment has no effect on the proof; it is tidying, and makes clear that the formula gives an unnormalised expectation value.

Fix (accepted with no message):

```diff
@@ -64,5 +64,5 @@
     fin_cases i <;> simp [sum_range_succ, siteSwap, inv_neg]
   rw [p0, p1]
-  -- the hopping energy of a state with amplitudes `a` and `b`
+  -- the unnormalised expectation value of `dimerH t` for amplitudes `a` and `b`
   have hin : ∀ a b : ℂ, inner ℂ !₂[a, b] (dimerH t !₂[a, b]) =
       (-(t : ℂ)) * (b * starRingEnd ℂ a + a * starRingEnd ℂ b) := by
@@ -71,5 +71,4 @@
     rw [hs, inner_smul_right, PiLp.inner_apply, Fin.sum_univ_two]
     congr 1
-    simp [mul_comm]
   have hc : starRingEnd ℂ (1 / 2 : ℂ) = 1 / 2 := by
     have e : (1 / 2 : ℂ) = ((1 / 2 : ℝ) : ℂ) := by norm_num
```
